# Every bond of a finite ±J Ising model on the Nishimori line averages to tanh K

When random signs are frozen onto the bonds of an Ising magnet, its energy is averaged twice: over the thermal motion of the spins at fixed signs, and then over the signs. The modelling choice is to keep the two averages nested, with a separate partition function for each set of signs, and to let one real number K fix both the temperature and the bias of the signs.

Let the graph have finitely many vertices and edges, and let the edge e join i and j. Each vertex carries a spin s_i = ±1 and each edge a sign t_e = ±1. The signs are independent, with

p = P(t_e = +1) = exp(K) / (2 cosh K),

and for fixed signs the spins have the weight

W(t,s) = exp(K ∑ₑ t_e s_i s_j).

With coupling strength J and temperature T, K stands for J/(k_B T). Using the same K in both formulas ties the temperature to the composition of the magnet: K = ½ ln(p/(1−p)). These points form the Nishimori line in the plane of p and T. Write ⟨…⟩ for the thermal mean at fixed signs. On the Nishimori line, the average of ⟨t_e s_i s_j⟩ over the signs, called the disorder average, is tanh K for every edge, whatever the graph.

## Derivation by a change of bond signs

The probability of t_e = −1 is

1 − exp(K)/(2 cosh K) = exp(−K)/(2 cosh K),

because 2 cosh K = exp(K) + exp(−K). Both cases therefore read exp(K t_e)/(2 cosh K), and a whole set of signs has probability

P(t) = ∏ₑ exp(K t_e)/(2 cosh K).

For a spin configuration s, define new signs s·t by

(s·t)_e = t_e s_i s_j.

With C = (2 cosh K)^|E|, where |E| is the number of edges, the spin weight becomes a probability of bond signs:

W(t,s) = C P(s·t).

Two transformations in succession give s·(r·t) = (rs)·t, where rs is the product spin by spin. Since s_i² = 1, applying s twice restores t. The partition function Z(t) = ∑ₛ W(t,s) is unchanged by a transformation, because s ↦ rs only permutes the spin configurations:

Z(r·t) = ∑ₛ C P((rs)·t) = Z(t).

Now let g be any real function of the bond signs. The disorder average of the thermal mean of g(s·t) is

∑ₜ P(t) ∑ₛ C P(s·t) g(s·t) / Z(t).

Exchange the sums and, for each s, substitute t = s·u. Then s·t = u and Z(t) = Z(u), so the expression equals

∑ᵤ P(u) g(u) [∑ₛ C P(s·u)] / Z(u) = ∑ᵤ P(u) g(u).

The bracket is Z(u) and cancels. What remains is an average over independent signs, with no spins left in it.

For g(u) = u_e the result is

(exp(K) − exp(−K)) / (2 cosh K) = tanh K.

For a product over a set A of distinct edges, independence gives (tanh K)^|A|. For the energy −∑ₑ t_e s_i s_j, in units of J, linearity gives −|E| tanh K.

## The cancellation on a triangle

Take three spins on a triangle with p = 0.9, so that K = ln 3 and tanh K = 0.8. The transformation preserves the product of the three signs, which sorts the eight sets of signs into two classes of four.

If the product is +1, the variables t_e s_i s_j are either all +1, with weight 27, or one of three arrangements with two minus signs, each with weight 1/3. The thermal mean of their sum is (3·27 − 1)/28 = 20/7. This class has probability 0.756.

If the product is −1, the weights are 1/27 for three minus signs and 3 for each of the three arrangements with one minus sign. The thermal mean of the sum is 60/61, and the class has probability 0.244.

The disorder average is

0.756 · 20/7 + 0.244 · 60/61 = 2.16 + 0.24 = 2.40 = 3 · 0.8.

Within each class, the thermal weights are proportional to the probabilities of the signs themselves. That is the relation W(t,s) = C P(s·t) at work.

## Spins, signs and the two averages in Lean

The types `V` and `E` are the finite sets of vertices and edges.

```lean
import Mathlib

open Finset

namespace NishimoriLine

noncomputable section

variable {V E : Type*} [Fintype V] [DecidableEq V] [Fintype E] [DecidableEq E]
```

Spins and bond signs both take values in `ℤˣ`, the group of invertible integers, whose elements are 1 and −1. The function `sgn` turns such an element into a real number.

```lean
/-- The real number `+1` or `-1` carried by a spin or a bond sign. -/
def sgn (u : ℤˣ) : ℝ := ((u : ℤ) : ℝ)
```

The single-bond probability is entered as p for +1 and 1 − p for −1; the exponential form is proved later.

```lean
/-- Probability of a single bond sign: `+1` has probability `exp K / (2 cosh K)`, and `-1` has
the remaining probability. -/
def signProb (K : ℝ) (u : ℤˣ) : ℝ :=
  if u = 1 then Real.exp K / (2 * Real.cosh K) else 1 - Real.exp K / (2 * Real.cosh K)
```

Independence enters through the product over edges.

```lean
/-- Probability of a configuration of independent bond signs. -/
def disorderProb (K : ℝ) (t : E → ℤˣ) : ℝ := ∏ e, signProb K (t e)
```

The disorder average is then a finite weighted sum.

```lean
/-- Average of a quantity over the independent bond signs. -/
def disorderAvg (K : ℝ) (F : (E → ℤˣ) → ℝ) : ℝ := ∑ t, disorderProb K t * F t
```

The map `ends` assigns to each edge an ordered pair of endpoints. Their order has no effect on the product of spins, and loops and parallel edges are allowed. The name `bond` denotes the whole variable t_e s_i s_j, not the frozen sign t_e.

```lean
/-- The bond variable `t_e s_i s_j` of the edge `e` with endpoints `i` and `j`. -/
def bond (ends : E → V × V) (t : E → ℤˣ) (s : V → ℤˣ) (e : E) : ℝ :=
  sgn (t e) * sgn (s (ends e).1) * sgn (s (ends e).2)
```

The same `K` that appeared in `signProb` now sets the spin weight.

```lean
/-- The spin weight `exp (K ∑ t_e s_i s_j)`. -/
def boltzmann (ends : E → V × V) (K : ℝ) (t : E → ℤˣ) (s : V → ℤˣ) : ℝ :=
  Real.exp (K * ∑ e, bond ends t s e)
```

The partition function sums over spins only, so it still depends on the signs.

```lean
/-- The partition function of the spins for fixed bond signs. -/
def partitionFn (ends : E → V × V) (K : ℝ) (t : E → ℤˣ) : ℝ :=
  ∑ s, boltzmann ends K t s
```

The thermal mean divides by that partition function separately for each `t`. Averaging these thermal means over the signs with `disorderAvg` gives the quenched average.

```lean
/-- The thermal mean of a spin observable for fixed bond signs. -/
def thermal (ends : E → V × V) (K : ℝ) (t : E → ℤˣ) (f : (V → ℤˣ) → ℝ) : ℝ :=
  (∑ s, boltzmann ends K t s * f s) / partitionFn ends K t
```

Textbooks usually let a gauge transformation act on spins and bonds together. Here `gauge` changes only the bond signs, and `gauge ends s t` is the s·t of the derivation.

```lean
/-- The gauge transformation of the bond signs by a spin configuration:
`t_e` becomes `t_e s_i s_j`. -/
def gauge (ends : E → V × V) (s : V → ℤˣ) (t : E → ℤˣ) : E → ℤˣ :=
  fun e => t e * s (ends e).1 * s (ends e).2
```

## Averages over independent signs

The first lemma treats the two values of the sign separately. The case −1 is the subtraction carried out above.

```lean
/-- Both bond probabilities have the exponential form `exp (K t) / (2 cosh K)`. -/
theorem signProb_eq (K : ℝ) (u : ℤˣ) :
    signProb K u = Real.exp (K * sgn u) / (2 * Real.cosh K) := by
  rcases Int.units_eq_one_or u with rfl | rfl
  · simp [signProb, sgn]
  · have hne : (-1 : ℤˣ) ≠ 1 := by decide
    have h : 2 * Real.cosh K = Real.exp K + Real.exp (-K) := by
      rw [Real.cosh_eq]; ring
    have hp : Real.exp K + Real.exp (-K) ≠ 0 := by positivity
    simp only [signProb, sgn, if_neg hne, Units.val_neg, Units.val_one, Int.cast_neg,
      Int.cast_one, mul_neg, mul_one]
    rw [h, eq_div_iff hp, sub_mul, div_mul_cancel₀ _ hp]
    ring
```

Summing over the two values gives total probability one and mean tanh K.

```lean
/-- The probabilities of a single bond sign add up to one, and its mean is `tanh K`. -/
theorem signProb_moments (K : ℝ) :
    ∑ u, signProb K u = 1 ∧ ∑ u, signProb K u * sgn u = Real.tanh K := by
  have hne : (1 : ℤˣ) ≠ -1 := by decide
  have hu : (univ : Finset ℤˣ) = {1, -1} := by decide
  rw [hu]
  constructor
  · rw [Finset.sum_pair hne]
    simp [signProb, hne.symm]
  · rw [Finset.sum_pair hne, signProb_eq, signProb_eq, Real.tanh_eq_sinh_div_cosh,
      Real.sinh_eq]
    simp only [sgn, Units.val_neg, Units.val_one, Int.cast_neg, Int.cast_one, mul_neg, mul_one]
    ring
```

For a product over `A`, each edge receives a factor `sgn (t e)` if it belongs to `A` and 1 otherwise. `Finset.prod_univ_sum` turns the sum over configurations into a product of single-edge sums, each equal to tanh K or 1.

```lean
/-- The product of the bond signs over a set `A` of edges has disorder average
`(tanh K) ^ |A|`. -/
theorem disorderAvg_prod (K : ℝ) (A : Finset E) :
    disorderAvg K (fun t => ∏ e ∈ A, sgn (t e)) = Real.tanh K ^ A.card := by
  unfold disorderAvg disorderProb
  calc ∑ t : E → ℤˣ, (∏ e, signProb K (t e)) * ∏ e ∈ A, sgn (t e)
      = ∑ t : E → ℤˣ, ∏ e, (signProb K (t e) * (if e ∈ A then sgn (t e) else 1)) := by
        refine Finset.sum_congr rfl fun t _ => ?_
        rw [Finset.prod_mul_distrib, Finset.prod_ite_mem, Finset.univ_inter]
    -- independence: the sum over configurations factorises over the edges
    _ = ∏ e, ∑ u : ℤˣ, (signProb K u * (if e ∈ A then sgn u else 1)) := by
        rw [Finset.prod_univ_sum, Fintype.piFinset_univ]
    _ = ∏ e, (if e ∈ A then Real.tanh K else 1) := by
        refine Finset.prod_congr rfl fun e _ => ?_
        split_ifs
        · exact (signProb_moments K).2
        · simpa using (signProb_moments K).1
    _ = Real.tanh K ^ A.card := by
        rw [Finset.prod_ite_mem, Finset.univ_inter, Finset.prod_const]
```

## The spin weight as a probability of signs

The composition rule s·(r·t) = (rs)·t follows edge by edge from commutativity.

```lean
omit [Fintype V] [DecidableEq V] [Fintype E] [DecidableEq E] in
/-- Two successive gauge transformations amount to the one by the product of the spins. -/
theorem gauge_gauge (ends : E → V × V) (r s : V → ℤˣ) (t : E → ℤˣ) :
    gauge ends s (gauge ends r t) = gauge ends (r * s) t := by
  funext e
  simp only [gauge, Pi.mul_apply]
  ac_rfl
```

The next lemma identifies t_e s_i s_j with the transformed sign.

```lean
omit [Fintype V] [DecidableEq V] [Fintype E] [DecidableEq E] in
/-- The bond variable `t_e s_i s_j` is the gauge-transformed bond sign. -/
theorem bond_eq (ends : E → V × V) (t : E → ℤˣ) (s : V → ℤˣ) (e : E) :
    bond ends t s e = sgn (gauge ends s t e) := by
  simp [bond, gauge, sgn]
```

The relation W(t,s) = C P(s·t) comes from writing the exponential of a sum as a product of exponentials. The denominators combine into `(2 * Real.cosh K) ^ Fintype.card E`.

```lean
omit [Fintype V] [DecidableEq V] [DecidableEq E] in
/-- The spin weight is `(2 cosh K) ^ |E|` times the probability of the gauge-transformed
bond signs. -/
theorem boltzmann_eq (ends : E → V × V) (K : ℝ) (t : E → ℤˣ) (s : V → ℤˣ) :
    boltzmann ends K t s =
      (2 * Real.cosh K) ^ Fintype.card E * disorderProb K (gauge ends s t) := by
  have hC : (2 * Real.cosh K) ^ Fintype.card E ≠ 0 :=
    (pow_pos (mul_pos two_pos (Real.cosh_pos K)) _).ne'
  simp only [boltzmann, disorderProb, bond_eq, signProb_eq, Finset.prod_div_distrib,
    Finset.prod_const, Finset.card_univ]
  rw [← Real.exp_sum, ← Finset.mul_sum, mul_div_assoc', mul_div_cancel_left₀ _ hC]
```

## The spins drop out of the average

The central theorem holds for every real `K` and every real function `g` of the transformed signs. It reaches any observable built from the variables t_e s_i s_j, but not, in general, the magnetisation.

In the proof, `hinv` says that each transformation is its own inverse, and `hZ` gives the invariance of Z by reindexing the spin sum with `Equiv.mulLeft r`. After the sums are exchanged, `hswap` performs the substitution t = s·u for each spin configuration. Then `hz` recognises the remaining spin sum as the partition function, `hpos` shows that it is nonzero, and the final calculation cancels it.

```lean
/-- On the Nishimori line, the disorder-averaged thermal mean of any function `g` of the
variables `t_e s_i s_j` equals the average of `g` over the independent bond signs. -/
theorem nishimori_gauge (ends : E → V × V) (K : ℝ) (g : (E → ℤˣ) → ℝ) :
    disorderAvg K (fun t => thermal ends K t (fun s => g (gauge ends s t))) =
      disorderAvg K g := by
  have hinv : ∀ s : V → ℤˣ, Function.Involutive (gauge ends s) := by
    intro s t
    rw [gauge_gauge]
    funext e
    simp [gauge, Int.units_mul_self]
  -- the partition function is gauge invariant
  have hZ : ∀ r t, partitionFn ends K (gauge ends r t) = partitionFn ends K t := by
    intro r t
    unfold partitionFn
    refine Fintype.sum_equiv (Equiv.mulLeft r) _ _ fun s => ?_
    change _ = boltzmann ends K t (r * s)
    rw [boltzmann_eq, boltzmann_eq, gauge_gauge]
  set C : ℝ := (2 * Real.cosh K) ^ Fintype.card E with hC
  unfold disorderAvg thermal
  simp only [Finset.sum_div, Finset.mul_sum]
  rw [Finset.sum_comm]
  -- change variables in the disorder sum, for each spin configuration
  have hswap : ∀ s : V → ℤˣ,
      ∑ t, disorderProb K t *
        (boltzmann ends K t s * g (gauge ends s t) / partitionFn ends K t) =
      ∑ t, disorderProb K (gauge ends s t) *
        (C * disorderProb K t * g t / partitionFn ends K t) := by
    intro s
    refine Fintype.sum_equiv (hinv s).toPerm _ _ fun t => ?_
    change _ = disorderProb K (gauge ends s (gauge ends s t)) *
      (C * disorderProb K (gauge ends s t) * g (gauge ends s t) /
        partitionFn ends K (gauge ends s t))
    rw [hinv s t, hZ, boltzmann_eq]
  rw [Finset.sum_congr rfl fun s _ => hswap s, Finset.sum_comm]
  refine Finset.sum_congr rfl fun t _ => ?_
  -- the sum over spins now rebuilds the partition function, which cancels
  have hz : partitionFn ends K t = C * ∑ s, disorderProb K (gauge ends s t) := by
    unfold partitionFn
    rw [Finset.mul_sum]
    exact Finset.sum_congr rfl fun s _ => boltzmann_eq ends K t s
  have hpos : partitionFn ends K t ≠ 0 := by
    unfold partitionFn
    exact (Finset.sum_pos (fun s _ => Real.exp_pos _) Finset.univ_nonempty).ne'
  rw [← Finset.sum_mul]
  calc (∑ s, disorderProb K (gauge ends s t)) *
        (C * disorderProb K t * g t / partitionFn ends K t)
      = (C * ∑ s, disorderProb K (gauge ends s t)) * (disorderProb K t * g t) /
          partitionFn ends K t := by ring
    _ = disorderProb K t * g t := by rw [← hz, mul_div_cancel_left₀ _ hpos]
```

## Edge products, single edges and the energy

Choosing `g` as a product of signs combines the central theorem with the average over independent signs. Since `A` is a `Finset`, no edge occurs twice; the empty set gives 1.

```lean
/-- On the Nishimori line, the product of `t_e s_i s_j` over a set `A` of edges has
disorder-averaged thermal mean `(tanh K) ^ |A|`. -/
theorem nishimori_prod (ends : E → V × V) (K : ℝ) (A : Finset E) :
    disorderAvg K (fun t => thermal ends K t (fun s => ∏ e ∈ A, bond ends t s e)) =
      Real.tanh K ^ A.card := by
  simp only [bond_eq]
  exact (nishimori_gauge ends K (fun t => ∏ e ∈ A, sgn (t e))).trans (disorderAvg_prod K A)
```

The single-edge statement is the case `A = {e}`.

```lean
/-- On the Nishimori line, the disorder average of `⟨t_e s_i s_j⟩` equals `tanh K` on every
edge of a finite graph. -/
theorem nishimori_edge (ends : E → V × V) (K : ℝ) (e : E) :
    disorderAvg K (fun t => thermal ends K t (fun s => bond ends t s e)) = Real.tanh K := by
  simpa using nishimori_prod ends K {e}
```

For the energy, `g` is minus the sum of all signs. The proof exchanges the sums over edges and configurations, and each edge contributes −tanh K to the energy.

```lean
/-- On the Nishimori line, the energy `-∑ t_e s_i s_j` has disorder-averaged thermal mean
`-|E| tanh K`. -/
theorem nishimori_energy (ends : E → V × V) (K : ℝ) :
    disorderAvg K (fun t => thermal ends K t (fun s => -∑ e, bond ends t s e)) =
      -(Fintype.card E * Real.tanh K) := by
  simp only [bond_eq]
  refine (nishimori_gauge ends K (fun t => -∑ e, sgn (t e))).trans ?_
  have h1 : ∀ e : E, ∑ t, disorderProb K t * sgn (t e) = Real.tanh K := by
    intro e
    simpa [disorderAvg] using disorderAvg_prod K {e}
  simp only [disorderAvg, mul_neg, Finset.mul_sum, Finset.sum_neg_distrib]
  rw [Finset.sum_comm]
  simp only [h1, Finset.sum_const, Finset.card_univ, nsmul_eq_mul]

end

end NishimoriLine
```

```lean
#print axioms NishimoriLine.nishimori_edge
-- 'NishimoriLine.nishimori_edge' depends on axioms: [propext, Classical.choice, Quot.sound]
#print axioms NishimoriLine.nishimori_energy
-- 'NishimoriLine.nishimori_energy' depends on axioms: [propext, Classical.choice, Quot.sound]
```

## From the average to a single magnet

The theorems give averages over all sets of signs on a finite graph; they do not locate the phase transitions that the line may cross. Applying the energy formula to one large sample takes a further step, namely that its energy per bond lies close to the disorder average.

The same finite, classical spin model appears in quantum error correction. For the toric code with independent bit-flip errors and perfect syndrome measurements, the relative probabilities of the error classes are ratios of partition functions of a ±J Ising model on the Nishimori line, with 1 − p as the error rate.
